# On a finite radial interval, no state of a local potential lies below a nodeless one of the same angular momentum

## Ghosts below the valence level

Suppose a pseudopotential is built to reproduce a nodeless valence function at energy $e$, but also binds a state at lower energy in the same angular-momentum channel. A calculation that fills levels from the bottom then occupies this ghost before the intended state.

A local potential is safe from this. In radial pseudisation, a smooth function $u$ ($r$ times the radial wavefunction) that is positive inside the interval determines such a potential by inversion, $V = e + u''/(2u)$, with the centrifugal term included in $V$. If $u$ vanishes at the origin and at a hard wall at $R$, no state of this $V$ with the same boundary conditions lies below $e$. Separable potentials, and others that are nonlocal in the radial coordinate, are not covered, and they can have ghosts.

## States, energies and boundary conditions

In atomic units, a radial state of $V$ at energy $e$ on $[0,R]$, with $R>0$, satisfies

$$u'' = 2(V-e)u \ \text{ on } (0,R), \qquad u(0)=u(R)=0.$$

`IsRadialState V e R u u'` expresses this for real functions. The slope `u'` is a separate function, tied to `u` by `HasDerivAt` inside the interval; both are continuous up to the ends. The equation is imposed only on the open interval `Ioo 0 R`, and `V` is arbitrary, so it can include a Coulomb singularity at the origin and the centrifugal term, which must be part of `V` when the angular momentum is not zero. Both states must belong to the same `V`, hence to the same angular momentum.

The main theorem, `no_ghost_below_nodeless`, takes a state $u$ at energy $e$ with $u>0$ on $(0,R)$ and a state $w$ at energy $e'$ that is nonzero somewhere inside. It concludes $e\le e'$. The condition on $w$ is needed because the zero function satisfies the definition at every energy. Normalisation plays no role, and the existence of states is assumed, not derived.

## The Wronskian on one lobe

Let $W = uw' - wu'$. The terms $u'w'$ cancel in its derivative, and so does the potential:

$$W' = uw'' - wu'' = 2(V-e')uw - 2(V-e)uw = 2(e-e')uw.$$

Choose $c$ in $(0,R)$ with $w(c)\neq 0$. Since $-w$ is a state at the same energy, we may take $w(c)>0$. Let $a$ be the last zero of $w$ before $c$ and $b$ the first after it. By the intermediate value theorem, $w>0$ on $(a,b)$.

If $w'(a)$ were negative, $w'$ would stay negative just to the right of $a$, and $w$ would fall below $w(a)=0$. So $w'(a)\ge 0$, and by reflection $w'(b)\le 0$. As $u\ge 0$ on $[0,R]$,

$$W(a)=u(a)w'(a)\ge 0,\qquad W(b)=u(b)w'(b)\le 0.$$

The mean value theorem gives a $y$ in $(a,b)$ with

$$2(e-e')\,u(y)w(y)=\frac{W(b)-W(a)}{b-a}\le 0.$$

Since $u(y)w(y)>0$, it follows that $e\le e'$.

## Equal energies and nodes

If $e'=e$, then $W'=0$, and $W(0)=0$ makes $W$ vanish inside. Therefore $(w/u)'=W/u^2=0$, so $w=ku$ inside, and also at the ends, where both functions vanish. The nodeless level is nondegenerate.

A state that is not a multiple of $u$ is not identically zero, so $e\le e'$; equality has just been excluded, which leaves $e<e'$.

Conversely, let $w$ lie above some state $u$ that is not identically zero, where $u$ may now change sign. If $w$ had no interior node, it would have a fixed sign, and the main theorem with $w$ or $-w$ as the nodeless state would give $e'\le e$, a contradiction.

For $V=0$ on $[0,\pi]$, the functions $\sin(nx)$ have energies $n^2/2$. The case $n=1$ is nodeless; $n=0$ is the zero function.

## The Lean file

```lean
import Mathlib

open Set

namespace RadialNoGhost

/-- A radial state of the local potential `V` at energy `e` (atomic units) on `[0, R]`, `R > 0`:
`u` and its slope `u'` are continuous up to the ends, `u'' = 2 (V - e) u` holds inside,
and `u` vanishes at both ends. -/
structure IsRadialState (V : ℝ → ℝ) (e R : ℝ) (u u' : ℝ → ℝ) : Prop where
  R_pos : 0 < R
  cont : ContinuousOn u (Icc 0 R)
  cont' : ContinuousOn u' (Icc 0 R)
  slope : ∀ x ∈ Ioo 0 R, HasDerivAt u (u' x) x
  schrodinger : ∀ x ∈ Ioo 0 R, HasDerivAt u' (2 * (V x - e) * u x) x
  at_zero : u 0 = 0
  at_R : u R = 0

/-- The Wronskian `u w' - w u'` of two radial functions with given slopes. -/
def wronskian (u u' w w' : ℝ → ℝ) (x : ℝ) : ℝ := u x * w' x - w x * u' x

variable {V u u' w w' : ℝ → ℝ} {e e' R : ℝ}

/-- Reversing the sign of a radial state gives a radial state at the same energy. -/
theorem IsRadialState.neg (hw : IsRadialState V e R w w') :
    IsRadialState V e R (fun x => -w x) (fun x => -w' x) where
  R_pos := hw.R_pos
  cont := hw.cont.neg
  cont' := hw.cont'.neg
  slope x hx := (hw.slope x hx).fun_neg
  schrodinger x hx := (hw.schrodinger x hx).fun_neg.congr_deriv (by ring)
  at_zero := by simp [hw.at_zero]
  at_R := by simp [hw.at_R]

/-- For two states of the same local potential the potential drops out of the derivative of the
Wronskian, which is `2 (e - e') u w` inside the interval. -/
theorem hasDerivAt_wronskian (hu : IsRadialState V e R u u') (hw : IsRadialState V e' R w w')
    {x : ℝ} (hx : x ∈ Ioo 0 R) :
    HasDerivAt (wronskian u u' w w') (2 * (e - e') * (u x * w x)) x :=
  (((hu.slope x hx).fun_mul (hw.schrodinger x hx)).fun_sub
    ((hw.slope x hx).fun_mul (hu.schrodinger x hx))).congr_deriv (by ring)

/-- Let `w` be continuous on `[a, b]`, zero at `a` and positive on `(a, b)`, with derivative `w'` on
`(a, b)`. If `w'` is continuous on `[a, b]`, then `w' a` is nonnegative. -/
theorem slope_nonneg_left {a b : ℝ} (hab : a < b) (hc : ContinuousOn w (Icc a b))
    (hc' : ContinuousOn w' (Icc a b)) (hd : ∀ x ∈ Ioo a b, HasDerivAt w (w' x) x)
    (ha : w a = 0) (hp : ∀ x ∈ Ioo a b, 0 < w x) : 0 ≤ w' a := by
  by_contra hn
  have h : w' a < 0 := not_le.mp hn
  -- a negative slope at `a` would persist on a short interval
  obtain ⟨δ, hδ, hball⟩ :=
    Metric.continuousOn_iff.mp hc' a ⟨le_rfl, hab.le⟩ (-w' a) (by linarith)
  obtain ⟨x, hax, hx⟩ := exists_between (lt_min hab (by linarith : a < a + δ))
  have hxb : x < b := hx.trans_le (min_le_left _ _)
  have hxδ : x < a + δ := hx.trans_le (min_le_right _ _)
  obtain ⟨y, hy, hs⟩ := exists_hasDerivAt_eq_slope w w' hax
    (hc.mono (Icc_subset_Icc le_rfl hxb.le)) (fun z hz => hd z ⟨hz.1, hz.2.trans hxb⟩)
  have hpos : 0 < w' y := by
    rw [hs, ha, sub_zero]
    exact div_pos (hp x ⟨hax, hxb⟩) (sub_pos.mpr hax)
  have hnear := hball y ⟨hy.1.le, (hy.2.trans hxb).le⟩ (by
    rw [Real.dist_eq, abs_of_pos (sub_pos.mpr hy.1)]
    linarith [hy.2])
  rw [Real.dist_eq] at hnear
  linarith [le_abs_self (w' y - w' a)]

/-- A continuous function that vanishes at `0` and `R` and is positive at a point between them
has a positive lobe: an interval with zeros at its ends and positive values inside. -/
theorem exists_lobe (hc : ContinuousOn w (Icc 0 R)) (h0 : w 0 = 0) (hR : w R = 0)
    {c : ℝ} (hcR : c ∈ Ioo 0 R) (hwc : 0 < w c) :
    ∃ a b, 0 ≤ a ∧ a < b ∧ b ≤ R ∧ w a = 0 ∧ w b = 0 ∧ ∀ x ∈ Ioo a b, 0 < w x := by
  have hl : ContinuousOn w (Icc 0 c) := hc.mono (Icc_subset_Icc le_rfl hcR.2.le)
  have hr : ContinuousOn w (Icc c R) := hc.mono (Icc_subset_Icc hcR.1.le le_rfl)
  -- the last zero before `c` and the first zero after it
  obtain ⟨a, ⟨ha, hwa⟩, hamax⟩ := (isCompact_Icc.of_isClosed_subset
    (hl.preimage_isClosed_of_isClosed isClosed_Icc (isClosed_singleton (x := (0 : ℝ))))
    inter_subset_left).exists_isGreatest ⟨0, ⟨le_rfl, hcR.1.le⟩, h0⟩
  obtain ⟨b, ⟨hb, hwb⟩, hbmin⟩ := (isCompact_Icc.of_isClosed_subset
    (hr.preimage_isClosed_of_isClosed isClosed_Icc (isClosed_singleton (x := (0 : ℝ))))
    inter_subset_left).exists_isLeast ⟨R, ⟨hcR.2.le, le_rfl⟩, hR⟩
  have hwa' : w a = 0 := hwa
  have hac : a < c := lt_of_le_of_ne ha.2 (fun h => by rw [h] at hwa'; linarith)
  refine ⟨a, b, ha.1, hac.trans_le hb.1, hb.2, hwa, hwb, fun x hx => ?_⟩
  by_contra hn
  have hx0 : w x ≤ 0 := not_lt.mp hn
  rcases le_total x c with h | h
  · obtain ⟨y, hy, hwy⟩ := intermediate_value_Icc h
      (hl.mono (Icc_subset_Icc (ha.1.trans hx.1.le) le_rfl)) ⟨hx0, hwc.le⟩
    have := hamax ⟨⟨(ha.1.trans hx.1.le).trans hy.1, hy.2⟩, hwy⟩
    linarith [hx.1, hy.1]
  · obtain ⟨y, hy, hwy⟩ := intermediate_value_Icc' h
      (hr.mono (Icc_subset_Icc le_rfl (hx.2.le.trans hb.2))) ⟨hx0, hwc.le⟩
    have := hbmin ⟨⟨hy.1, hy.2.trans (hx.2.le.trans hb.2)⟩, hwy⟩
    linarith [hx.2, hy.2]

/-- No ghost below a nodeless state: if `u` is positive inside the interval, every state `w` of
the same local potential that is not identically zero has energy `e' ≥ e`. -/
theorem no_ghost_below_nodeless (hu : IsRadialState V e R u u')
    (hw : IsRadialState V e' R w w') (hpos : ∀ x ∈ Ioo 0 R, 0 < u x)
    (hne : ∃ x ∈ Ioo 0 R, w x ≠ 0) : e ≤ e' := by
  have hnn : ∀ x ∈ Icc 0 R, 0 ≤ u x := by
    intro x hx
    rcases eq_or_lt_of_le hx.1 with h | h
    · rw [← h, hu.at_zero]
    · rcases eq_or_lt_of_le hx.2 with h' | h'
      · rw [h', hu.at_R]
      · exact (hpos x ⟨h, h'⟩).le
  obtain ⟨c, hc, hwc⟩ := hne
  have key : ∀ f f' : ℝ → ℝ, IsRadialState V e' R f f' → 0 < f c → e ≤ e' := by
    intro f f' hf hfc
    obtain ⟨a, b, ha, hab, hb, hfa, hfb, hp⟩ := exists_lobe hf.cont hf.at_zero hf.at_R hc hfc
    have hsub : Icc a b ⊆ Icc 0 R := Icc_subset_Icc ha hb
    have hin : ∀ x ∈ Ioo a b, x ∈ Ioo 0 R :=
      fun x hx => ⟨ha.trans_lt hx.1, hx.2.trans_le hb⟩
    have hsa : 0 ≤ f' a := slope_nonneg_left hab (hf.cont.mono hsub) (hf.cont'.mono hsub)
      (fun x hx => hf.slope x (hin x hx)) hfa hp
    -- the right end of the lobe is the left end of its mirror image
    have hmir : ∀ t ∈ Icc (-b) (-a), -t ∈ Icc a b :=
      fun t ht => ⟨by linarith [ht.2], by linarith [ht.1]⟩
    have hmir' : ∀ t ∈ Ioo (-b) (-a), -t ∈ Ioo a b :=
      fun t ht => ⟨by linarith [ht.2], by linarith [ht.1]⟩
    have hsb : f' b ≤ 0 := by
      have h := slope_nonneg_left (w := fun t => f (-t)) (w' := fun t => -f' (-t))
        (neg_lt_neg hab)
        ((hf.cont.mono hsub).comp continuous_neg.continuousOn hmir)
        ((hf.cont'.mono hsub).comp continuous_neg.continuousOn hmir).neg
        (fun t ht => (HasDerivAt.comp (h := fun s : ℝ => -s) t
          (hf.slope (-t) (hin _ (hmir' t ht))) (hasDerivAt_neg t)).congr_deriv (by ring))
        (by simpa using hfb) (fun t ht => hp _ (hmir' t ht))
      simpa using h
    -- mean value theorem for the Wronskian on the lobe
    obtain ⟨y, hy, hs⟩ := exists_hasDerivAt_eq_slope (wronskian u u' f f')
      (fun x => 2 * (e - e') * (u x * f x)) hab
      (((hu.cont.mul hf.cont').sub (hf.cont.mul hu.cont')).mono hsub)
      (fun x hx => hasDerivAt_wronskian hu hf (hin x hx))
    have hWa : 0 ≤ wronskian u u' f f' a := by
      simpa [wronskian, hfa] using mul_nonneg (hnn a ⟨ha, hab.le.trans hb⟩) hsa
    have hWb : wronskian u u' f f' b ≤ 0 := by
      have := mul_nonpos_of_nonneg_of_nonpos (hnn b ⟨ha.trans hab.le, hb⟩) hsb
      simpa [wronskian, hfb] using this
    have hle : 2 * (e - e') * (u y * f y) ≤ 0 :=
      hs.le.trans (div_nonpos_of_nonpos_of_nonneg (by linarith) (by linarith))
    have huf : 0 < u y * f y := mul_pos (hpos y (hin y hy)) (hp y hy)
    by_contra hlt
    have : 0 < 2 * (e - e') * (u y * f y) := mul_pos (by linarith [not_le.mp hlt]) huf
    linarith
  rcases lt_or_gt_of_ne hwc with h | h
  · exact key _ _ hw.neg (neg_pos.mpr h)
  · exact key _ _ hw h

/-- A nodeless level is nondegenerate: a state `w` of the same potential and at the same energy as a
state `u` that is positive inside the interval is a multiple of `u`. -/
theorem nodeless_nondegenerate (hu : IsRadialState V e R u u')
    (hw : IsRadialState V e R w w') (hpos : ∀ x ∈ Ioo 0 R, 0 < u x) :
    ∃ k : ℝ, ∀ x ∈ Icc 0 R, w x = k * u x := by
  -- the Wronskian is constant and vanishes at the origin
  have hW : ∀ x ∈ Ioo 0 R, wronskian u u' w w' x = 0 := by
    intro x hx
    obtain ⟨y, hy, hs⟩ := exists_hasDerivAt_eq_slope (wronskian u u' w w')
      (fun x => 2 * (e - e) * (u x * w x)) hx.1
      (((hu.cont.mul hw.cont').sub (hw.cont.mul hu.cont')).mono
        (Icc_subset_Icc le_rfl hx.2.le))
      (fun z hz => hasDerivAt_wronskian hu hw ⟨hz.1, hz.2.trans hx.2⟩)
    have h0 : wronskian u u' w w' 0 = 0 := by simp [wronskian, hu.at_zero, hw.at_zero]
    have hx0 : x - 0 ≠ 0 := by linarith [hx.1] |> fun h : 0 < x - 0 => h.ne'
    rw [h0, eq_div_iff hx0] at hs
    linarith
  -- hence the ratio `w / u` is constant
  have hq : ∀ x ∈ Ioo 0 R, HasDerivAt (fun y => w y / u y) 0 x := by
    intro x hx
    refine ((hw.slope x hx).fun_div (hu.slope x hx) (hpos x hx).ne').congr_deriv ?_
    have h := hW x hx
    unfold wronskian at h
    rw [show w' x * u x - w x * u' x = 0 by linarith, zero_div]
  have hconst : ∀ x y, 0 < x → x < y → y < R → w x / u x = w y / u y := by
    intro x y hx hxy hy
    obtain ⟨z, _, hs⟩ := exists_hasDerivAt_eq_slope (fun y => w y / u y) (fun _ => 0) hxy
      (fun z hz => (hq z ⟨hx.trans_le hz.1, hz.2.trans_lt hy⟩).continuousAt.continuousWithinAt)
      (fun z hz => hq z ⟨hx.trans hz.1, hz.2.trans hy⟩)
    rw [eq_div_iff (sub_pos.mpr hxy).ne'] at hs
    linarith
  have hR := hu.R_pos
  refine ⟨w (R / 2) / u (R / 2), fun x hx => ?_⟩
  rcases eq_or_lt_of_le hx.1 with h | h
  · rw [← h, hw.at_zero, hu.at_zero, mul_zero]
  rcases eq_or_lt_of_le hx.2 with h' | h'
  · rw [h', hw.at_R, hu.at_R, mul_zero]
  rw [← div_eq_iff (hpos x ⟨h, h'⟩).ne']
  rcases lt_trichotomy x (R / 2) with g | g | g
  · exact hconst x _ h g (by linarith)
  · rw [g]
  · exact (hconst _ x (by linarith) g h').symm

/-- Every state of the same potential that is not a multiple of the nodeless state `u` lies strictly
above it. -/
theorem energy_lt_of_not_multiple (hu : IsRadialState V e R u u')
    (hw : IsRadialState V e' R w w') (hpos : ∀ x ∈ Ioo 0 R, 0 < u x)
    (hind : ¬ ∃ k : ℝ, ∀ x ∈ Icc 0 R, w x = k * u x) : e < e' := by
  have hne : ∃ x ∈ Ioo 0 R, w x ≠ 0 := by
    by_contra hn
    refine hind ⟨0, fun x hx => ?_⟩
    rw [zero_mul]
    by_contra hx0
    exact hn ⟨x, ⟨lt_of_le_of_ne hx.1 (fun h => hx0 (by rw [← h, hw.at_zero])),
      lt_of_le_of_ne hx.2 (fun h => hx0 (by rw [h, hw.at_R]))⟩, hx0⟩
  refine lt_of_le_of_ne (no_ghost_below_nodeless hu hw hpos hne) (fun h => ?_)
  subst h
  exact hind (nodeless_nondegenerate hu hw hpos)

/-- A state that lies above some not identically zero state of the same potential has a node inside
the interval. -/
theorem exists_node_of_energy_lt (hu : IsRadialState V e R u u')
    (hw : IsRadialState V e' R w w') (hne : ∃ x ∈ Ioo 0 R, u x ≠ 0) (hlt : e < e') :
    ∃ x ∈ Ioo 0 R, w x = 0 := by
  by_contra hn
  have hR := hu.R_pos
  have hm : R / 2 ∈ Ioo 0 R := ⟨by linarith, by linarith⟩
  have key : ∀ f f' : ℝ → ℝ, IsRadialState V e' R f f' → (∀ x ∈ Ioo 0 R, f x ≠ 0) →
      0 < f (R / 2) → False := by
    intro f f' hf hf0 hfm
    obtain ⟨a, b, ha, hab, hb, hfa, hfb, hp⟩ := exists_lobe hf.cont hf.at_zero hf.at_R hm hfm
    -- without nodes the lobe fills the whole interval
    have ha0 : a = 0 := by
      by_contra h
      exact hf0 a ⟨lt_of_le_of_ne ha (Ne.symm h), hab.trans_le hb⟩ hfa
    have hbR : b = R := by
      by_contra h
      exact hf0 b ⟨ha.trans_lt hab, lt_of_le_of_ne hb h⟩ hfb
    rw [ha0, hbR] at hp
    exact absurd (no_ghost_below_nodeless hf hu hp hne) (not_le.mpr hlt)
  have hw0 : ∀ x ∈ Ioo 0 R, w x ≠ 0 := fun x hx h => hn ⟨x, hx, h⟩
  rcases lt_or_gt_of_ne (hw0 _ hm) with h | h
  · exact key _ _ hw.neg (fun x hx => neg_ne_zero.mpr (hw0 x hx)) (neg_pos.mpr h)
  · exact key _ _ hw hw0 h

/-- Particle in a box: for `V = 0` on `[0, π]` the functions `sin (n x)` are radial states at
energy `n ^ 2 / 2`, and `sin x` is positive inside. -/
theorem box_witness :
    (∀ n : ℕ, IsRadialState (fun _ => 0) ((n : ℝ) ^ 2 / 2) Real.pi
      (fun x => Real.sin (n * x)) (fun x => n * Real.cos (n * x))) ∧
    ∀ x ∈ Ioo 0 Real.pi, 0 < Real.sin x := by
  refine ⟨fun n => ?_, fun x hx => Real.sin_pos_of_mem_Ioo hx⟩
  have h : ∀ x : ℝ, HasDerivAt (fun y : ℝ => (n : ℝ) * y) n x := fun x => by
    simpa using (hasDerivAt_id x).const_mul (n : ℝ)
  exact
    { R_pos := Real.pi_pos
      cont := by fun_prop
      cont' := by fun_prop
      slope := fun x _ => (h x).sin.congr_deriv (by ring)
      schrodinger := fun x _ => ((h x).cos.const_mul (n : ℝ)).congr_deriv (by
        show (n : ℝ) * (-Real.sin (n * x) * n) = 2 * (0 - (n : ℝ) ^ 2 / 2) * Real.sin (n * x)
        ring)
      at_zero := by simp
      at_R := Real.sin_nat_mul_pi n }

end RadialNoGhost
```

```lean
#print axioms RadialNoGhost.no_ghost_below_nodeless
-- 'RadialNoGhost.no_ghost_below_nodeless' depends on axioms: [propext, Classical.choice, Quot.sound]
#print axioms RadialNoGhost.energy_lt_of_not_multiple
-- 'RadialNoGhost.energy_lt_of_not_multiple' depends on axioms: [propext, Classical.choice, Quot.sound]
#print axioms RadialNoGhost.exists_node_of_energy_lt
-- 'RadialNoGhost.exists_node_of_energy_lt' depends on axioms: [propext, Classical.choice, Quot.sound]
```

## From the lobe to the theorems

`hasDerivAt_wronskian` is the product-rule calculation, with `ring` cancelling the potential. `exists_lobe` obtains $a$ and $b$ as the greatest and least elements of compact sets of zeros. `slope_nonneg_left` proves the sign at $a$; the main proof applies it to $t\mapsto w(-t)$ for the sign at $b$.

Inside `no_ghost_below_nodeless`, the step `key` treats a function positive at $c$. It is used for $w$ or, through `IsRadialState.neg`, for $-w$. The mean value theorem enters as `exists_hasDerivAt_eq_slope`.

`nodeless_nondegenerate` uses the same theorem twice, first for $W$ and then for $w/u$, and takes $k$ from the midpoint $R/2$. `energy_lt_of_not_multiple` combines this result with `no_ghost_below_nodeless`. In `exists_node_of_energy_lt`, the absence of nodes forces the lobe around $R/2$ to fill the whole interval, which supplies the fixed sign. `box_witness` checks the sine functions directly.
